# Closed form of the constant-field exponent 4∫₀ᶜ√(g² − x²) dx for 0 ≤ c ≤ g

The declaration evaluates a constant-field exponent, four times the integral of √(g² − x²) from 0 to a cutoff c, as 2(c√(g² − c²) + g² arcsin(c/g)). Here g and c are real numbers with g > 0 and 0 ≤ c ≤ g; the exponent is given directly as this integral, and no Hamiltonian or wavefunction enters the statement. The proof proposes (y√(g² − y²) + g² arcsin(y/g))/2 as an antiderivative. It shows that this function is continuous and has the right derivative for 0 < y < c, then applies the fundamental theorem of calculus.

The first attempt, which Lean rejects:

```lean
import Mathlib

open Set Filter MeasureTheory
open scoped Real Topology

namespace StaticExponent

noncomputable section

/-- Closed form of the constant-field exponent cut off at `c`, for `0 ≤ c ≤ g` and `g > 0`. -/
theorem static_exponent {g c : ℝ} (hg : 0 < g) (hc : 0 ≤ c) (hcg : c ≤ g) :
    4 * ∫ x in (0 : ℝ)..c, √(g ^ 2 - x ^ 2)
      = 2 * (c * √(g ^ 2 - c ^ 2) + g ^ 2 * Real.arcsin (c / g)) := by
  have hroot : Continuous fun y : ℝ => √(g ^ 2 - y ^ 2) := by fun_prop
  have hasin : Continuous fun y : ℝ => Real.arcsin (y / g) :=
    Real.continuous_arcsin.comp (continuous_id.div_const g)
  have hF : Continuous fun y : ℝ =>
      (y * √(g ^ 2 - y ^ 2) + g ^ 2 * Real.arcsin (y / g)) / 2 :=
    ((continuous_id.mul hroot).add (continuous_const.mul hasin)).div_const 2
  have hD : ∀ y ∈ Ioo 0 c, HasDerivAt (fun y : ℝ =>
      (y * √(g ^ 2 - y ^ 2) + g ^ 2 * Real.arcsin (y / g)) / 2) (√(g ^ 2 - y ^ 2)) y := by
    intro y hy
    have hy0 : 0 < y := hy.1
    have hyg : y < g := lt_of_lt_of_le hy.2 hcg
    have hpos : 0 < g ^ 2 - y ^ 2 := by nlinarith
    have hq : HasDerivAt (fun y : ℝ => g ^ 2 - y ^ 2) (-(2 * y)) y := by
      simpa using (hasDerivAt_pow 2 y).const_sub (g ^ 2)
    have hlo : y / g ≠ -1 := by linarith [div_pos hy0 hg] |> fun h : -1 < y / g => h.ne'
    have hhi : y / g ≠ 1 := ((div_lt_one hg).2 hyg).ne
    have ha : HasDerivAt (fun y : ℝ => Real.arcsin (y / g))
        (1 / √(1 - (y / g) ^ 2) * (1 / g)) y :=
      (Real.hasDerivAt_arcsin hlo hhi).comp y ((hasDerivAt_id' y).div_const g)
    have hs : √(1 - (y / g) ^ 2) = √(g ^ 2 - y ^ 2) / g := by
      rw [show 1 - (y / g) ^ 2 = (g ^ 2 - y ^ 2) / g ^ 2 by field_simp,
        Real.sqrt_div' _ (sq_nonneg g), Real.sqrt_sq hg.le]
    refine ((((hasDerivAt_id' y).fun_mul (hq.sqrt hpos.ne')).fun_add
      (ha.const_mul (g ^ 2))).div_const 2).congr_deriv ?_
    rw [hs]
    have hs0 := Real.sqrt_pos.2 hpos
    have hs2 := Real.sq_sqrt hpos.le
    generalize √(g ^ 2 - y ^ 2) = s at hs0 hs2 ⊢
    field_simp
    linear_combination -hs2
  rw [intervalIntegral.integral_eq_sub_of_hasDerivAt_of_le hc hF.continuousOn hD
    (hroot.intervalIntegrable _ _)]
  simp only [zero_mul, zero_div, Real.arcsin_zero, mul_zero, add_zero, sub_zero]
  ring

end

end StaticExponent
```

Messages:

```
Main.lean:32:6: error: Type mismatch
  HasDerivAt.comp y ?m.831 (HasDerivAt.div_const (hasDerivAt_id' y) g)
has type
  HasDerivAt (?m.828 ∘ fun x => x / g) (?m.830 * (1 / g)) y
but is expected to have type
  HasDerivAt (fun y => Real.arcsin (y / g)) (1 / √(1 - (y / g) ^ 2) * (1 / g)) y
```

Diagnosis. The error is in `ha`, the chain rule for arcsin(y/g). The derivative claimed there is correct, but Lean could not fit `HasDerivAt.comp` to it. In the message the outer function and its derivative are still unknowns, `?m.828` and `?m.830`, so `Real.arcsin` had not been filled in when Lean compared the composition with the goal. The lemma wants the outer derivative at a point of the form "inner function applied to `y`", whereas `Real.hasDerivAt_arcsin hlo hhi` gives it at `y / g`, which does not display that function.

The repair states both ingredients in full. `hin` fixes the inner function, and `hout` names `Real.arcsin` and writes the point as `(fun y : ℝ => y / g) y`, equal to `y / g` by definition. `hcomp` is then built without reference to the goal, and `exact hcomp` only has to recognise arcsin composed with division by `g` as the function in the goal.

The change to `hlo` is mere tidying: the old line drew no error, and the new one proves the same inequality in the same way.

The change, after which it compiles:

```diff
@@ -26,9 +26,13 @@
     have hq : HasDerivAt (fun y : ℝ => g ^ 2 - y ^ 2) (-(2 * y)) y := by
       simpa using (hasDerivAt_pow 2 y).const_sub (g ^ 2)
-    have hlo : y / g ≠ -1 := by linarith [div_pos hy0 hg] |> fun h : -1 < y / g => h.ne'
+    have hlo : y / g ≠ -1 := (by linarith [div_pos hy0 hg] : -1 < y / g).ne'
     have hhi : y / g ≠ 1 := ((div_lt_one hg).2 hyg).ne
     have ha : HasDerivAt (fun y : ℝ => Real.arcsin (y / g))
-        (1 / √(1 - (y / g) ^ 2) * (1 / g)) y :=
-      (Real.hasDerivAt_arcsin hlo hhi).comp y ((hasDerivAt_id' y).div_const g)
+        (1 / √(1 - (y / g) ^ 2) * (1 / g)) y := by
+      have hin : HasDerivAt (fun y : ℝ => y / g) (1 / g) y := (hasDerivAt_id' y).div_const g
+      have hout : HasDerivAt Real.arcsin (1 / √(1 - (y / g) ^ 2)) ((fun y : ℝ => y / g) y) :=
+        Real.hasDerivAt_arcsin hlo hhi
+      have hcomp := hout.comp y hin
+      exact hcomp
     have hs : √(1 - (y / g) ^ 2) = √(g ^ 2 - y ^ 2) / g := by
       rw [show 1 - (y / g) ^ 2 = (g ^ 2 - y ^ 2) / g ^ 2 by field_simp,
```
